# To first order, the partitioned rational-function step climbs one mode and descends the others when no gradient component vanishes

## Does each mode move in the intended direction?

I am walking from a reactant minimum towards a transition state. At the current geometry I have the Hessian eigenvectors, and I want to go up along one of them and down along all the others, whatever the signs of their curvatures. Call the followed mode 1, with curvature \(b_1\) and gradient component \(g_1\). The remaining modes carry a label \(i\), with curvatures \(b_i\) and components \(g_i\), and sums over \(i\) leave out mode 1. The partitioned rational-function method uses two shifts,
\[
p=\frac{b_1+\sqrt{b_1^2+4g_1^2}}{2},\qquad n=\sum_i\frac{g_i^2}{n-b_i}\quad\text{with } n<b_i \text{ for all } i,
\]
and takes the steps \(h_1=g_1/(p-b_1)\) and \(h_i=g_i/(n-b_i)\). I am told that these always have the right directions if all gradient components are nonzero. Can this be made rigorous and checked by machine, including the existence of \(n\)?

## One shift lies above the followed curvature, the other below the remaining ones

Yes. "Uphill" means here that \(g_jh_j>0\) for the mode \(j\) in question: the energy rises to first order along that component of the step. "Downhill" means \(g_jh_j<0\).

**The followed mode.** Put \(s=\sqrt{b_1^2+4g_1^2}\). Since \(g_1\neq0\), we have \(s>|b_1|\), so
\[
2p=b_1+s>b_1+|b_1|=2\max(0,b_1).
\]
Hence \(p>0\) and \(p-b_1>0\). Moreover,
\[
4p(p-b_1)=(s+b_1)(s-b_1)=s^2-b_1^2=4g_1^2,
\]
so \(p(p-b_1)=g_1^2\). The slope along the step is therefore
\[
g_1h_1=\frac{g_1^2}{p-b_1}=p>0.
\]

**The remaining modes.** Here \(n-b_i<0\) and \(g_i^2>0\), so
\[
g_ih_i=\frac{g_i^2}{n-b_i}<0 .
\]
Summing over \(i\) gives \(\sum_i g_ih_i=n\), hence \(n\le0\). Equality occurs only if there are no remaining modes.

**Existence and uniqueness of \(n\).** Suppose there is at least one remaining mode. Below all the \(b_i\), the condition on \(n\) reads \(F(n)=0\) with
\[
F(x)=x+\sum_i\frac{g_i^2}{b_i-x}.
\]
Each fraction grows with \(x\), so \(F\) is strictly increasing and has at most one root.

For existence, let \(k\) be the softest remaining mode, the one with the smallest curvature, and set \(q=\tfrac12\bigl(-b_k+\sqrt{b_k^2+4g_k^2}\bigr)\). The argument for mode 1, applied to curvature \(-b_k\), gives \(q>\max(0,-b_k)\) and \(q(q+b_k)=g_k^2\). Thus \(-q<b_k\le b_i\), and the term \(i=k\) in \(F(-q)\) equals \(q\). The other terms are nonnegative, so \(F(-q)\ge0\).

Now take \(L=\min(-q-1,\,-\sum_i g_i^2)\). Every \(b_i-L\) exceeds 1, so \(F(L)\le L+\sum_i g_i^2\le0\). As \(F\) is continuous on \([L,-q]\), it has a root there.

**Why \(n\) must lie below the curvatures.** Take one remaining mode with \(b=0\) and \(g=1\). The equation \(n=1/n\) has the roots \(\pm1\). The root \(n=1\) violates \(n<b\) and gives the step \(h=1\), with \(gh=1>0\): the mode that should relax is pushed uphill. The root \(n=-1\) gives \(h=-1\), as wanted.

In Lean 4 with Mathlib:

```lean
import Mathlib

open Finset

namespace PartitionedSaddleStep

noncomputable section

variable {ι : Type*} [Fintype ι]

/-- The shift for the mode followed uphill, with curvature `b` and gradient component `g`. -/
def upShift (b g : ℝ) : ℝ := (b + √(b ^ 2 + 4 * g ^ 2)) / 2

/-- The number `n` lies below all curvatures `b i` and solves the secular equation
`n = ∑ g i ^ 2 / (n - b i)` of the modes to be minimized. -/
def IsDownShift (b g : ι → ℝ) (n : ℝ) : Prop :=
  (∀ i, n < b i) ∧ n = ∑ i, g i ^ 2 / (n - b i)

/-- The displacement along a mode of curvature `b` and gradient component `g`
for a given shift. -/
def shiftedStep (shift b g : ℝ) : ℝ := g / (shift - b)

/-- The uphill shift solves the quadratic secular equation of the followed mode. -/
theorem upShift_mul (b g : ℝ) : upShift b g * (upShift b g - b) = g ^ 2 := by
  have h := Real.sq_sqrt (show 0 ≤ b ^ 2 + 4 * g ^ 2 by positivity)
  unfold upShift
  linear_combination h / 4

/-- The uphill shift exceeds both zero and the curvature of the followed mode exactly when
the gradient along that mode is nonzero. -/
theorem max_lt_upShift_iff (b g : ℝ) : max 0 b < upShift b g ↔ g ≠ 0 := by
  constructor
  · intro h hg
    rw [max_lt_iff] at h
    have hp := mul_pos h.1 (sub_pos.2 h.2)
    rw [upShift_mul, hg] at hp
    norm_num at hp
  · intro hg
    have hg2 : 0 < g ^ 2 := by positivity
    -- the square root dominates the modulus of the curvature
    have hs : |b| < √(b ^ 2 + 4 * g ^ 2) :=
      Real.lt_sqrt_of_sq_lt (by rw [sq_abs]; linarith)
    have hb := abs_lt.1 hs
    unfold upShift
    exact max_lt (by linarith [hb.1]) (by linarith [hb.2])

/-- Away from resonance, the shifted step solves the Newton equation with the curvature
reduced by the shift. -/
theorem shiftedStep_newton {s b : ℝ} (g : ℝ) (h : s ≠ b) :
    (b - s) * shiftedStep s b g = -g := by
  have h' : s - b ≠ 0 := sub_ne_zero.2 h
  have e : g / (s - b) * (s - b) = g := by field_simp
  unfold shiftedStep
  linear_combination -e

/-- For a nonzero gradient component along the followed mode, the step along this mode and the
uphill shift satisfy the two eigenvalue equations of the augmented Hessian with rows `(b, g)` and
`(g, 0)`. -/
theorem up_augmented (b : ℝ) {g : ℝ} (hg : g ≠ 0) :
    b * shiftedStep (upShift b g) b g + g = upShift b g * shiftedStep (upShift b g) b g ∧
      g * shiftedStep (upShift b g) b g = upShift b g := by
  have hp := (max_lt_iff.1 ((max_lt_upShift_iff b g).2 hg)).2
  refine ⟨by linear_combination shiftedStep_newton g hp.ne', ?_⟩
  unfold shiftedStep
  rw [← mul_div_assoc, div_eq_iff (sub_pos.2 hp).ne']
  linear_combination -(upShift_mul b g)

/-- Along the remaining modes, the steps and the downhill shift satisfy the eigenvalue
equations of the augmented Hessian of these modes. -/
theorem down_augmented {b g : ι → ℝ} {n : ℝ} (hn : IsDownShift b g n) :
    (∀ i, b i * shiftedStep n (b i) (g i) + g i = n * shiftedStep n (b i) (g i)) ∧
      ∑ i, g i * shiftedStep n (b i) (g i) = n := by
  refine ⟨fun i => by linear_combination shiftedStep_newton (g i) (hn.1 i).ne, ?_⟩
  have h : ∑ i, g i * shiftedStep n (b i) (g i) = ∑ i, g i ^ 2 / (n - b i) :=
    Finset.sum_congr rfl (fun i _ => by unfold shiftedStep; ring)
  exact h.trans hn.2.symm

/-- The downhill shift is negative exactly when some remaining mode has a nonzero gradient
component. -/
theorem downShift_neg_iff {b g : ι → ℝ} {n : ℝ} (hn : IsDownShift b g n) :
    n < 0 ↔ ∃ i, g i ≠ 0 := by
  constructor
  · intro h
    by_contra hc
    have h0 : ∀ i, g i = 0 := fun i => by
      by_contra hi
      exact hc ⟨i, hi⟩
    have hz : n = 0 := hn.2.trans (Finset.sum_eq_zero (fun i _ => by simp [h0 i]))
    linarith
  · rintro ⟨k, hk⟩
    have h : ∑ i, g i ^ 2 / (n - b i) < ∑ _i : ι, (0 : ℝ) :=
      Finset.sum_lt_sum
        (fun i _ => div_nonpos_of_nonneg_of_nonpos (sq_nonneg _) (sub_neg.2 (hn.1 i)).le)
        ⟨k, Finset.mem_univ k, div_neg_of_pos_of_neg (by positivity) (sub_neg.2 (hn.1 k))⟩
    rw [Finset.sum_const_zero] at h
    exact hn.2.trans_lt h

/-- With nonzero gradient components, the uphill shift exceeds zero and the followed curvature,
the downhill shift is not positive, and the step goes uphill along the followed mode and
downhill along every other mode. -/
theorem saddle_step_directions {b₁ g₁ : ℝ} {b g : ι → ℝ} {n : ℝ}
    (hg₁ : g₁ ≠ 0) (hg : ∀ i, g i ≠ 0) (hn : IsDownShift b g n) :
    max 0 b₁ < upShift b₁ g₁ ∧ n ≤ 0 ∧
      0 < g₁ * shiftedStep (upShift b₁ g₁) b₁ g₁ ∧
      ∀ i, g i * shiftedStep n (b i) (g i) < 0 := by
  have hp := (max_lt_upShift_iff b₁ g₁).2 hg₁
  have hdown : ∀ i, g i * shiftedStep n (b i) (g i) < 0 := fun i => by
    unfold shiftedStep
    rw [← mul_div_assoc]
    exact div_neg_of_pos_of_neg (mul_self_pos.2 (hg i)) (sub_neg.2 (hn.1 i))
  refine ⟨hp, ?_, ?_, hdown⟩
  · -- the shift is the sum of the slopes along the downhill steps
    rw [← (down_augmented hn).2]
    exact Finset.sum_nonpos (fun i _ => (hdown i).le)
  · rw [(up_augmented b₁ hg₁).2]
    exact (max_lt_iff.1 hp).1

/-- For at least one remaining mode and nonzero gradient components, there is exactly one
downhill shift. -/
theorem existsUnique_downShift [Nonempty ι] (b : ι → ℝ) {g : ι → ℝ} (hg : ∀ i, g i ≠ 0) :
    ∃! n, IsDownShift b g n := by
  have key : ∀ x, ∑ i, g i ^ 2 / (x - b i) = -∑ i, g i ^ 2 / (b i - x) := fun x => by
    rw [← Finset.sum_neg_distrib]
    exact Finset.sum_congr rfl (fun i _ => by rw [← neg_sub (b i) x, div_neg])
  -- no downhill shift is smaller than another
  have mono : ∀ x y, IsDownShift b g x → IsDownShift b g y → ¬ x < y := by
    intro x y hx hy hxy
    have h : ∑ i, g i ^ 2 / (b i - x) ≤ ∑ i, g i ^ 2 / (b i - y) :=
      Finset.sum_le_sum (fun i _ => div_le_div_of_nonneg_left (sq_nonneg _)
        (sub_pos.2 (hy.1 i)) (by linarith))
    have h1 := hx.2.trans (key x)
    have h2 := hy.2.trans (key y)
    linarith
  obtain ⟨k, hk⟩ := Finite.exists_min b
  -- the softest mode alone gives an upper bracket `-q`
  obtain ⟨q, hq⟩ : ∃ q, q = upShift (-b k) (g k) := ⟨_, rfl⟩
  have hmul := upShift_mul (-b k) (g k)
  have hmax := max_lt_iff.1 ((max_lt_upShift_iff (-b k) (g k)).2 (hg k))
  rw [← hq] at hmul hmax
  obtain ⟨L, hL⟩ : ∃ L, L = min (-q - 1) (-∑ i, g i ^ 2) := ⟨_, rfl⟩
  have hL1 : L ≤ -q - 1 := hL ▸ min_le_left _ _
  have hL2 : L ≤ -∑ i, g i ^ 2 := hL ▸ min_le_right _ _
  have hcont : ContinuousOn (fun x => x + ∑ i, g i ^ 2 / (b i - x)) (Set.Icc L (-q)) := by
    refine ContinuousOn.add (by fun_prop) (continuousOn_finsetSum _ (fun i _ => ?_))
    refine ContinuousOn.div (by fun_prop) (by fun_prop) (fun x hx => ?_)
    have h1 := hx.2
    have h2 := hk i
    exact (show 0 < b i - x by linarith [hmax.2]).ne'
  have hlow : L + ∑ i, g i ^ 2 / (b i - L) ≤ 0 := by
    have h : ∑ i, g i ^ 2 / (b i - L) ≤ ∑ i, g i ^ 2 :=
      Finset.sum_le_sum (fun i _ => div_le_self (sq_nonneg _) (by linarith [hk i, hmax.2]))
    linarith
  have hhigh : 0 ≤ -q + ∑ i, g i ^ 2 / (b i - -q) := by
    have h : g k ^ 2 / (b k - -q) ≤ ∑ i, g i ^ 2 / (b i - -q) :=
      Finset.single_le_sum (f := fun i => g i ^ 2 / (b i - -q))
        (fun i _ => div_nonneg (sq_nonneg _) (by linarith [hk i, hmax.2])) (Finset.mem_univ k)
    have e : g k ^ 2 / (b k - -q) = q := by
      rw [div_eq_iff (show 0 < b k - -q by linarith [hmax.2]).ne']
      linear_combination -hmul
    linarith
  obtain ⟨n, hn, hroot⟩ := intermediate_value_Icc (by linarith) hcont ⟨hlow, hhigh⟩
  have hroot' : n + ∑ i, g i ^ 2 / (b i - n) = 0 := hroot
  have hdown : IsDownShift b g n :=
    ⟨fun i => by linarith [hn.2, hk i, hmax.2], by rw [key]; linarith⟩
  exact ⟨n, hdown, fun m hm =>
    le_antisymm (not_lt.1 (mono n m hdown hm)) (not_lt.1 (mono m n hm hdown))⟩

end

end PartitionedSaddleStep
```

```lean
#print axioms PartitionedSaddleStep.downShift_neg_iff
-- 'PartitionedSaddleStep.downShift_neg_iff' depends on axioms: [propext, Classical.choice, Quot.sound]
#print axioms PartitionedSaddleStep.saddle_step_directions
-- 'PartitionedSaddleStep.saddle_step_directions' depends on axioms: [propext, Classical.choice, Quot.sound]
#print axioms PartitionedSaddleStep.existsUnique_downShift
-- 'PartitionedSaddleStep.existsUnique_downShift' depends on axioms: [propext, Classical.choice, Quot.sound]
```

## Curvatures, gradients and steps as real numbers

The file works in the Hessian eigenbasis from the start. The followed mode enters as two real numbers, `b₁` and `g₁`. The remaining modes are indexed by a finite type `ι`, with curvatures and gradient components given by functions `b g : ι → ℝ`. The root \(p\) is `upShift b₁ g₁`, both conditions on \(n\) together form `IsDownShift b g n`, and `shiftedStep` is the component \(g/(\text{shift}-b)\). All quantities are numerical values in fixed units; the equations for the shifts depend on the chosen unit of length.

The main theorem, `saddle_step_directions`, assumes that all gradient components are nonzero and that `n` is a downhill shift. It concludes that \(p>\max(0,b_1)\), \(n\le0\), \(g_1h_1>0\) and \(g_ih_i<0\) for every \(i\). `existsUnique_downShift` supplies exactly one such `n` when `ι` is nonempty.

The nonzero components are a real restriction: at a symmetric geometry on a smooth energy surface, the gradient along a symmetry-breaking mode vanishes. In Cartesian coordinates, the components along the overall translations of an isolated molecule vanish at every geometry, so these modes have to be left out before the theorem applies. For saddle searches in electronic-structure work, the result confirms the direction of a single unscaled step computed from a given gradient and Hessian; it does not address finite-step energy changes on the true surface, trust radii or convergence to a saddle.

## From the quadratic for \(p\) to the root for \(n\)

`upShift_mul` proves \(p(p-b_1)=g_1^2\) from the square of the square root, with `linear_combination` doing the algebra. `max_lt_upShift_iff` uses \(|b_1|<s\) for the bound on \(p\). Its converse holds because \(g_1=0\) would make the positive product \(p(p-b_1)\) vanish.

`shiftedStep_newton` rewrites a step as the solution of a Newton equation with curvature reduced by the shift. The theorems `up_augmented` and `down_augmented` give the eigenvalue equations of two separate augmented Hessians, one for the followed mode and one for the remaining modes. Each is the Hessian of its own modes bordered by their gradient components, with a zero in the corner. The rows for the modes come from `shiftedStep_newton`. The last rows are the slope identities \(g_1h_1=p\) and \(\sum_i g_ih_i=n\), which come from `upShift_mul` and from the equation for \(n\). The main theorem takes \(p>\max(0,b_1)\) from `max_lt_upShift_iff` and gets the uphill sign from \(g_1h_1=p\). Each downhill sign comes from a positive numerator over a negative denominator, and summing these slopes gives \(n\le0\). `downShift_neg_iff` adds that \(n<0\) exactly when some remaining component is nonzero.

In `existsUnique_downShift`, `key` turns the denominators \(n-b_i\) into \(b_i-n\), and `mono` excludes two different roots. The facts `hlow` and `hhigh` are the inequalities \(F(L)\le0\) and \(F(-q)\ge0\), and `intermediate_value_Icc` then yields the root.
